# A one-shell cutoff can make the Debye scattering intensity negative

In a powder of identical small clusters, let all orientations be equally likely. Take elastic single scattering of X-rays from spherical atoms fixed in the cluster at r_i, real form factors f_i and momentum transfer Q > 0, and neglect interference between different clusters. Up to a common positive factor, the intensity per cluster is then the Debye sum

D(Q) = Σ_ij f_i f_j sinc(Q r_ij),  sinc x = sin x / x,  sinc 0 = 1,

where r_ij = |r_i − r_j|. The double sum is expensive for large clusters, which invites a cutoff in r_ij. Does the intensity then stay nonnegative?

```lean
import Mathlib

open MeasureTheory Metric Real Filter Topology

namespace DebyeCutoff

noncomputable section
```

Positions and wave vectors share one type, which carries no units. Wave vectors are understood in the inverse of the length unit, so that Q times a distance is a pure number.

```lean
/-- Three-dimensional Euclidean space, for positions and for wave vectors. -/
abbrev Space := EuclideanSpace ℝ (Fin 3)
```

`debye` takes the formula above as its definition, not the orientational average. The points are indexed by a finite type `ι` and may coincide.

```lean
variable {ι : Type*} [Fintype ι]

/-- The Debye intensity of points `r i` with real form factors `f i`; `sinc 0 = 1`. -/
def debye (f : ι → ℝ) (r : ι → Space) (Q : ℝ) : ℝ :=
  ∑ i, ∑ j, f i * f j * sinc (Q * dist (r i) (r j))
```

The truncated sum has unit form factors and keeps the diagonal and the pairs at distance exactly a. This is a true cutoff when a is the shortest distance and the cutoff lies below the next one.

```lean
/-- The Debye sum with unit form factors, keeping only the diagonal and the pairs at
distance `a`. -/
def shellDebye [DecidableEq ι] (r : ι → Space) (a Q : ℝ) : ℝ :=
  ∑ i, ∑ j, if j = i ∨ dist (r i) (r j) = a then sinc (Q * dist (r i) (r j)) else 0
```

## Why the full sum is nonnegative

X-ray form factors vary with |k|. Here each f_i is held at its value for |k| = Q, also where k has another length: the function I(k) below is then the intensity of a cluster in one fixed orientation when |k| = Q, and an auxiliary function for the proof elsewhere:

I(k) = Σ_ij f_i f_j cos((r_i − r_j)·k).

```lean
/-- The intensity scattered by the fixed, oriented arrangement at wave vector `k`. -/
def orientedIntensity (f : ι → ℝ) (r : ι → Space) (k : Space) : ℝ :=
  ∑ i, ∑ j, f i * f j * cos (inner ℝ (r i - r j) k)
```

Integrating one such cosine over the ball |k| ≤ R will give, for separation ρ > 0,

B(ρ, R) = 4π (sin ρR − ρR cos ρR)/ρ³,

and the volume 4πR³/3 for ρ = 0.

```lean
/-- Closed form for the integral of a plane wave over a ball of radius `R`, at separation `ρ`;
the value at `ρ = 0` is the volume formula. -/
def ballTransform (ρ R : ℝ) : ℝ :=
  if ρ = 0 then 4 * π / 3 * R ^ 3
  else 4 * π * (sin (ρ * R) - ρ * R * cos (ρ * R)) / ρ ^ 3
```

Expanding the cosine of a difference turns I(k) into two squares:

I(k) = (Σ_i f_i cos(r_i·k))² + (Σ_i f_i sin(r_i·k))² ≥ 0.

```lean
/-- The oriented intensity is the squared modulus of the scattering amplitude. -/
theorem orientedIntensity_eq (f : ι → ℝ) (r : ι → Space) (k : Space) :
    orientedIntensity f r k =
      (∑ i, f i * cos (inner ℝ (r i) k)) ^ 2 + (∑ i, f i * sin (inner ℝ (r i) k)) ^ 2 := by
  simp only [orientedIntensity, inner_sub_left, cos_sub, sq, Finset.sum_mul_sum,
    ← Finset.sum_add_distrib]
  exact Finset.sum_congr rfl fun i _ => Finset.sum_congr rfl fun j _ => by ring
```

To find B, slice the ball perpendicular to the separation. The slice at height z is a disc of squared radius R² − z².

```lean
/-- The disc of squared radius `c` has area `π c`, and area zero if `c` is negative. -/
theorem disc_area (c : ℝ) :
    volume.real {y : Fin 2 → ℝ | y 0 ^ 2 + y 1 ^ 2 ≤ c} = π * max c 0 := by
  rcases lt_or_ge c 0 with h | h
  · have e : {y : Fin 2 → ℝ | y 0 ^ 2 + y 1 ^ 2 ≤ c} = ∅ := by
      ext y
      simp only [Set.mem_ofPred_eq, Set.mem_empty_iff_false, iff_false, not_le]
      nlinarith [sq_nonneg (y 0), sq_nonneg (y 1)]
    rw [e, max_eq_right h.le]
    simp
  · have e : Complex.measurableEquivPi ⁻¹' {y : Fin 2 → ℝ | y 0 ^ 2 + y 1 ^ 2 ≤ c}
        = closedBall 0 (√c) := by
      ext z
      change z.re ^ 2 + z.im ^ 2 ≤ c ↔ _
      rw [mem_closedBall, dist_zero_right, ← sq_le_sq₀ (norm_nonneg z) (sqrt_nonneg c),
        Real.sq_sqrt h, Complex.sq_norm, Complex.normSq_apply]
      simp only [sq]
    rw [measureReal_def, ← Complex.volume_preserving_equiv_pi.measure_preimage_equiv, e,
      Complex.volume_closedBall, max_eq_left h, ENNReal.toReal_mul, ENNReal.toReal_pow,
      ENNReal.toReal_ofReal (sqrt_nonneg c), Real.sq_sqrt h, ENNReal.coe_toReal,
      NNReal.coe_real_pi, mul_comm]
```

The integral is therefore ∫ π(R² − z²) cos(ρz) dz from −R to R. For ρ ≠ 0 an antiderivative is

π[(R² − z²) sin(ρz)/ρ − 2z cos(ρz)/ρ² + 2 sin(ρz)/ρ³],

and its endpoint values give B. For ρ = 0 the integrand is a polynomial.

```lean
/-- A plane wave along the first axis, integrated over a ball of radius `R ≥ 0`. -/
theorem axis_integral (ρ : ℝ) {R : ℝ} (hR : 0 ≤ R) :
    ∫ x in closedBall (0 : Space) R, cos (ρ * x 0) = ballTransform ρ R := by
  let e := MeasurableEquiv.piFinSuccAbove (fun _ : Fin 3 => ℝ) 0
  have hP : MeasurePreserving (fun x : Space => e x.ofLp) volume volume :=
    (volume_preserving_piFinSuccAbove (fun _ : Fin 3 => ℝ) 0).comp
      (PiLp.volume_preserving_ofLp (Fin 3))
  have hE : MeasurableEmbedding (fun x : Space => e x.ofLp) :=
    e.measurableEmbedding.comp
      (EuclideanSpace.equiv (Fin 3) ℝ).toHomeomorph.measurableEmbedding
  let g : ℝ × (Fin 2 → ℝ) → ℝ := fun p =>
    {y : Fin 2 → ℝ | y 0 ^ 2 + y 1 ^ 2 ≤ R ^ 2 - p.1 ^ 2}.indicator (fun _ => cos (ρ * p.1)) p.2
  have hg : ∀ x : Space, g (e x.ofLp) =
      (closedBall (0 : Space) R).indicator (fun x => cos (ρ * x 0)) x := by
    intro x
    have hx : x ∈ closedBall (0 : Space) R ↔ x 1 ^ 2 + x 2 ^ 2 ≤ R ^ 2 - x 0 ^ 2 := by
      rw [mem_closedBall, dist_zero_right, ← sq_le_sq₀ (norm_nonneg x) hR,
        EuclideanSpace.norm_sq_eq, Fin.sum_univ_three]
      simp only [Real.norm_eq_abs, sq_abs]
      constructor <;> intro h <;> linarith
    change Set.indicator {y : Fin 2 → ℝ | y 0 ^ 2 + y 1 ^ 2 ≤ R ^ 2 - x 0 ^ 2}
      (fun _ => cos (ρ * x 0)) (e x.ofLp).2 = _
    by_cases h : x ∈ closedBall (0 : Space) R
    · rw [Set.indicator_of_mem h]
      refine Set.indicator_of_mem ?_ _
      exact hx.1 h
    · rw [Set.indicator_of_notMem h]
      refine Set.indicator_of_notMem ?_ _
      exact fun h' => h (hx.2 h')
  have hi : Integrable g volume := by
    refine (hP.integrable_comp_emb hE).1 ?_
    rw [show g ∘ (fun x : Space => e x.ofLp) = _ from funext hg,
      integrable_indicator_iff isClosed_closedBall.measurableSet]
    exact (Continuous.continuousOn (by fun_prop)).integrableOn_compact (isCompact_closedBall _ _)
  -- slice the ball into discs perpendicular to the axis
  have hs : ∀ z, ∫ y, g (z, y) =
      (Set.Ioc (-R) R).indicator (fun z => π * (R ^ 2 - z ^ 2) * cos (ρ * z)) z := by
    intro z
    change ∫ y, {y : Fin 2 → ℝ | y 0 ^ 2 + y 1 ^ 2 ≤ R ^ 2 - z ^ 2}.indicator
      (fun _ => cos (ρ * z)) y = _
    rw [integral_indicator_const _ (measurableSet_le (by fun_prop) (by fun_prop)), disc_area,
      smul_eq_mul]
    by_cases hz : z ∈ Set.Ioc (-R) R
    · rw [Set.indicator_of_mem hz, max_eq_left (by nlinarith [hz.1, hz.2])]
    · have h : R ^ 2 - z ^ 2 ≤ 0 := by
        rcases le_or_gt z (-R) with h | h
        · nlinarith
        · have : R < z := not_le.1 fun h' => hz ⟨h, h'⟩
          nlinarith
      rw [Set.indicator_of_notMem hz, max_eq_right h, mul_zero, zero_mul]
  rw [← integral_indicator isClosed_closedBall.measurableSet, ← funext hg,
    hP.integral_comp hE g, Measure.volume_eq_prod, integral_prod g hi, funext hs,
    integral_indicator measurableSet_Ioc, ← intervalIntegral.integral_of_le (by linarith)]
  by_cases h : ρ = 0
  · subst h
    have hF : ∀ z, HasDerivAt (fun z => π * (R ^ 2 * z - z ^ 3 / 3))
        (π * (R ^ 2 - z ^ 2) * cos (0 * z)) z := fun z =>
      ((((hasDerivAt_id' z).const_mul (R ^ 2)).fun_sub
        ((hasDerivAt_pow 3 z).div_const 3)).const_mul π).congr_deriv (by
          rw [zero_mul, cos_zero]; push_cast; ring)
    rw [intervalIntegral.integral_eq_sub_of_hasDerivAt (fun z _ => hF z)
      (Continuous.intervalIntegrable (by fun_prop) _ _), ballTransform, if_pos rfl]
    ring
  · have hF : ∀ z, HasDerivAt (fun z => π * ((R ^ 2 - z ^ 2) * sin (ρ * z) / ρ
        - 2 * z * cos (ρ * z) / ρ ^ 2 + 2 * sin (ρ * z) / ρ ^ 3))
        (π * (R ^ 2 - z ^ 2) * cos (ρ * z)) z := by
      intro z
      have hl := ((hasDerivAt_id' z).const_mul ρ)
      have hq := (hasDerivAt_pow 2 z).const_sub (R ^ 2)
      refine (((((hq.fun_mul hl.sin).div_const ρ).fun_sub
        ((((hasDerivAt_id' z).const_mul 2).fun_mul hl.cos).div_const (ρ ^ 2))).fun_add
        ((hl.sin.const_mul 2).div_const (ρ ^ 3))).const_mul π).congr_deriv ?_
      push_cast
      field_simp
      ring
    rw [intervalIntegral.integral_eq_sub_of_hasDerivAt (fun z _ => hF z)
      (Continuous.intervalIntegrable (by fun_prop) _ _), ballTransform, if_neg h]
    simp only [mul_neg, sin_neg, cos_neg]
    field_simp
    ring
```

A reflection carries any separation v onto the first axis and preserves the ball and its volume, so only |v| matters.

```lean
/-- The integral of a plane wave over a ball of radius `R ≥ 0` depends only on the length of
the separation `v`. -/
theorem ball_integral (v : Space) {R : ℝ} (hR : 0 ≤ R) :
    ∫ x in closedBall (0 : Space) R, cos (inner ℝ v x) = ballTransform ‖v‖ R := by
  -- reflect `v` onto the first axis
  let w : Space := EuclideanSpace.single 0 ‖v‖
  let U := (Submodule.span ℝ {v - w}).orthogonal.reflection
  have hU : U v = w := Submodule.reflection_sub (by simp [w])
  have hin : ∀ x, inner ℝ v x = ‖v‖ * (U x) 0 := by
    intro x
    rw [← U.inner_map_map v x, hU]
    simp [w, EuclideanSpace.inner_single_left]
  have hb : U ⁻¹' closedBall (0 : Space) R = closedBall 0 R := by
    ext x
    simp only [Set.mem_preimage, mem_closedBall, dist_zero_right, U.norm_map]
  have h := U.measurePreserving.setIntegral_preimage_emb
    U.toHomeomorph.measurableEmbedding (fun x : Space => cos (‖v‖ * x 0)) (closedBall 0 R)
  rw [hb, axis_integral _ hR] at h
  simpa only [hin] using h
```

Differentiating in R, the two cosine terms cancel:

∂B/∂R = 4πR sin(ρR)/ρ = 4πR² sinc(Rρ).

```lean
/-- Growing the ball at radius `R > 0` adds a shell of area `4πR²` times the Debye factor. -/
theorem ballTransform_deriv (ρ : ℝ) {R : ℝ} (hR : 0 < R) :
    HasDerivAt (ballTransform ρ) (4 * π * R ^ 2 * sinc (R * ρ)) R := by
  by_cases h : ρ = 0
  · have e : ballTransform ρ = fun R => 4 * π / 3 * R ^ 3 := by
      funext R
      rw [ballTransform, if_pos h]
    rw [e, h, mul_zero, sinc_zero]
    exact ((hasDerivAt_pow 3 R).const_mul (4 * π / 3)).congr_deriv (by push_cast; ring)
  · have e : ballTransform ρ =
        fun R => 4 * π * (sin (ρ * R) - ρ * R * cos (ρ * R)) / ρ ^ 3 := by
      funext R
      rw [ballTransform, if_neg h]
    have hl := (hasDerivAt_id' R).const_mul ρ
    rw [e, sinc_of_ne_zero (mul_ne_zero hR.ne' h), mul_comm R ρ]
    refine (((hl.sin.fun_sub (hl.fun_mul hl.cos)).const_mul (4 * π)).div_const
      (ρ ^ 3)).congr_deriv ?_
    field_simp
    ring
```

Let G(R) = Σ_ij f_i f_j B(r_ij, R), the integral of I over the ball. Since I ≥ 0, G cannot decrease, so

0 ≤ G′(Q) = 4πQ² D(Q),

and dividing by 4πQ² gives D(Q) ≥ 0.

In Lean the last step rests on `hasDerivAt_iff_tendsto_slope`, which reads the derivative as a limit of difference quotients. Restricted to `𝓝[>] Q`, it compares the ball only with larger ones; each quotient is nonnegative, and `ge_of_tendsto` passes this to the limit. No integral over the sphere |k| = Q is needed.

```lean
/-- The full Debye intensity is nonnegative for any finite set of points, any real form
factors and `Q > 0`. -/
theorem debye_nonneg (f : ι → ℝ) (r : ι → Space) {Q : ℝ} (hQ : 0 < Q) :
    0 ≤ debye f r Q := by
  let G : ℝ → ℝ := fun R => ∑ i, ∑ j, f i * f j * ballTransform (dist (r i) (r j)) R
  have hG : HasDerivAt G
      (∑ i, ∑ j, f i * f j * (4 * π * Q ^ 2 * sinc (Q * dist (r i) (r j)))) Q :=
    HasDerivAt.fun_sum fun i _ => HasDerivAt.fun_sum fun j _ =>
      (ballTransform_deriv _ hQ).const_mul _
  have hI : ∀ R, 0 ≤ R → ∫ k in closedBall (0 : Space) R, orientedIntensity f r k = G R := by
    intro R hR
    have hc : ∀ (c : ℝ) (v : Space),
        IntegrableOn (fun k => c * cos (inner ℝ v k)) (closedBall (0 : Space) R) := fun c v =>
      (Continuous.continuousOn (by fun_prop)).integrableOn_compact (isCompact_closedBall _ _)
    simp only [orientedIntensity]
    rw [integral_finsetSum _ fun i _ => integrable_finsetSum _ fun j _ => hc _ _]
    refine Finset.sum_congr rfl fun i _ => ?_
    rw [integral_finsetSum _ fun j _ => hc _ _]
    refine Finset.sum_congr rfl fun j _ => ?_
    rw [integral_const_mul, ball_integral _ hR, dist_eq_norm]
  -- a larger ball collects more of a nonnegative intensity
  have hm : ∀ R, Q < R → G Q ≤ G R := by
    intro R h
    rw [← hI Q hQ.le, ← hI R (hQ.trans h).le]
    refine setIntegral_mono_set ?_ (ae_of_all _ fun k => ?_)
      (LE.le.eventuallyLE (closedBall_subset_closedBall h.le))
    · have hcont : Continuous (orientedIntensity f r) := by
        unfold orientedIntensity
        fun_prop
      exact hcont.continuousOn.integrableOn_compact (isCompact_closedBall _ _)
    · change 0 ≤ orientedIntensity f r k
      rw [orientedIntensity_eq]
      positivity
  have hl : Tendsto (slope G Q) (𝓝[>] Q) (𝓝 _) :=
    (hasDerivAt_iff_tendsto_slope.1 hG).mono_left
      (nhdsWithin_mono Q fun y (hy : Q < y) => hy.ne')
  have h0 : 0 ≤ ∑ i, ∑ j, f i * f j * (4 * π * Q ^ 2 * sinc (Q * dist (r i) (r j))) := by
    refine ge_of_tendsto hl ?_
    filter_upwards [self_mem_nhdsWithin] with R hR
    rw [slope_def_field]
    exact div_nonneg (sub_nonneg.2 (hm R hR)) (sub_nonneg.2 (le_of_lt hR))
  have he : ∑ i, ∑ j, f i * f j * (4 * π * Q ^ 2 * sinc (Q * dist (r i) (r j)))
      = 4 * π * Q ^ 2 * debye f r Q := by
    simp only [debye, Finset.mul_sum]
    exact Finset.sum_congr rfl fun i _ => Finset.sum_congr rfl fun j _ => by ring
  rw [he] at h0
  exact (mul_nonneg_iff_of_pos_left (by positivity)).1 h0
```

## Five neighbours turn the truncated sum negative

If each of N points has exactly n others at distance a > 0, every row of the truncated sum contributes 1 + n sinc(Qa), so the total is

N(1 + n sinc(Qa)).

```lean
/-- If every point has exactly `n` others at distance `a > 0`, the truncated sum is the number
of points times `1 + n sinc (Q a)`. -/
theorem shellDebye_eq [DecidableEq ι] (r : ι → Space) {a : ℝ} (Q : ℝ) (n : ℕ) (ha : 0 < a)
    (hn : ∀ i, (Finset.univ.filter fun j => dist (r i) (r j) = a).card = n) :
    shellDebye r a Q = Fintype.card ι * (1 + n * sinc (Q * a)) := by
  have h : ∀ i, (∑ j, if j = i ∨ dist (r i) (r j) = a then sinc (Q * dist (r i) (r j)) else 0)
      = 1 + n * sinc (Q * a) := by
    intro i
    have hj : ∀ j, (if j = i ∨ dist (r i) (r j) = a then sinc (Q * dist (r i) (r j)) else 0)
        = (if j = i then 1 else 0) + (if dist (r i) (r j) = a then sinc (Q * a) else 0) := by
      intro j
      by_cases h1 : j = i
      · subst h1
        simp [ha.ne]
      · by_cases h2 : dist (r i) (r j) = a <;> simp [h1, h2]
    rw [Finset.sum_congr rfl fun j _ => hj j, Finset.sum_add_distrib, ← Finset.sum_filter
      (fun j => dist (r i) (r j) = a), Finset.sum_const, hn i, nsmul_eq_mul]
    simp
  rw [shellDebye, Finset.sum_congr rfl fun i _ => h i, Finset.sum_const, nsmul_eq_mul,
    Finset.card_univ]
```

At Qa = 3π/2 the sine is −1, and the intensity per point is 1 − 2n/(3π). This is negative exactly when 2n > 3π. Because 9 < 3π < 10 and n is an integer, that means n ≥ 5.

A single point has n = 0 and intensity 1. Four neighbours, as in an octahedron, still leave about 0.15 per point; five give about −0.06.

```lean
/-- For a nonempty set of points, each with exactly `n` others at distance `a > 0`, the
truncated intensity at `Q a = 3π/2` is negative exactly when `n` is at least five. -/
theorem shellDebye_neg_iff [DecidableEq ι] [Nonempty ι] (r : ι → Space) {a Q : ℝ} (n : ℕ)
    (ha : 0 < a) (hQ : Q * a = 3 * π / 2)
    (hn : ∀ i, (Finset.univ.filter fun j => dist (r i) (r j) = a).card = n) :
    shellDebye r a Q < 0 ↔ 5 ≤ n := by
  have hs : sin (3 * π / 2) = -1 := by
    rw [show 3 * π / 2 = π / 2 + π by ring, sin_add_pi, sin_pi_div_two]
  have hN : (0 : ℝ) < Fintype.card ι := by exact_mod_cast Fintype.card_pos
  have hp : 0 < 3 * π := by positivity
  have e : 1 + (n : ℝ) * (-1 / (3 * π / 2)) = (3 * π - 2 * n) / (3 * π) := by
    field_simp
    ring
  have hm : ∀ t : ℝ, (Fintype.card ι : ℝ) * t < 0 ↔ t < 0 := fun t =>
    ⟨fun h => by
      by_contra h'
      linarith [mul_nonneg hN.le (not_lt.1 h')], fun h => mul_neg_of_pos_of_neg hN h⟩
  rw [shellDebye_eq r Q n ha hn, hQ, sinc_of_ne_zero (by positivity), hs, e,
    hm, div_lt_iff₀ hp, zero_mul]
  constructor
  · intro h
    have h9 : (9 : ℝ) < 2 * n := by linarith [pi_gt_three]
    have : 9 < 2 * n := by exact_mod_cast h9
    omega
  · intro h
    have : (5 : ℝ) ≤ n := by exact_mod_cast h
    linarith [pi_lt_d2]
```

## The icosahedron

An index `v` selects one of three cyclic positions and two signs. Each coordinate is an integer plus an integer multiple of the golden ratio φ.

```lean
/-- Integer part of the icosahedron coordinates: `±1` in one place. -/
def unitPart (v : Fin 3 × Bool × Bool) (k : Fin 3) : ℤ :=
  if k = v.1 + 1 then (if v.2.1 then 1 else -1) else 0

/-- Coefficient of the golden ratio in the icosahedron coordinates: `±1` in one place. -/
def goldenPart (v : Fin 3 × Bool × Bool) (k : Fin 3) : ℤ :=
  if k = v.1 + 2 then (if v.2.2 then 1 else -1) else 0

/-- The twelve vertices: cyclic permutations of `(0, ±1, ±φ)`, with `φ` the golden ratio. -/
def icosahedron (v : Fin 3 × Bool × Bool) : Space :=
  WithLp.toLp 2 fun k => (unitPart v k : ℝ) + goldenPart v k * goldenRatio
```

If two vertices differ by u + gφ in some coordinate, then φ² = φ + 1 gives

(u + gφ)² = (u² + g²) + (2ug + g²)φ.

Summed over coordinates, the squared distance is p + qφ with integers p and q.

```lean
/-- The integers `(m, n)` for which `m + n φ` is the squared distance of two vertices. -/
def sqDist (v w : Fin 3 × Bool × Bool) : ℤ × ℤ :=
  (∑ k, ((unitPart v k - unitPart w k) ^ 2 + (goldenPart v k - goldenPart w k) ^ 2),
   ∑ k, (2 * (unitPart v k - unitPart w k) * (goldenPart v k - goldenPart w k)
      + (goldenPart v k - goldenPart w k) ^ 2))
```

`decide +kernel` checks all pairs of vertices: (p, q) is (0, 0), (4, 0), or has p ≥ 4 and q > 0. Distance 2 thus means (4, 0), which a second finite check finds five times per vertex. With a = 2 and Q = 3π/4, the truncated sum is negative and the full one is not. For a finite cluster of fixed, singly scattering atoms, a negative computed powder intensity can therefore come from the pair cutoff alone.

```lean
/-- Each vertex of the icosahedron has exactly five others at distance 2, and at `Q = 3π/4`
its truncated intensity is negative while its full Debye intensity is not. -/
theorem icosahedron_witness :
    (∀ v, (Finset.univ.filter fun w => dist (icosahedron v) (icosahedron w) = 2).card = 5) ∧
    shellDebye icosahedron 2 (3 * π / 4) < 0 ∧
    0 ≤ debye (fun _ => 1) icosahedron (3 * π / 4) := by
  have hd : ∀ v w, dist (icosahedron v) (icosahedron w) ^ 2
      = ((sqDist v w).1 : ℝ) + (sqDist v w).2 * goldenRatio := by
    intro v w
    rw [EuclideanSpace.dist_eq, Real.sq_sqrt (by positivity)]
    simp only [Fin.sum_univ_three, Real.dist_eq, sq_abs, icosahedron, sqDist]
    push_cast
    linear_combination (((goldenPart v 0 : ℝ) - goldenPart w 0) ^ 2
      + ((goldenPart v 1 : ℝ) - goldenPart w 1) ^ 2
      + ((goldenPart v 2 : ℝ) - goldenPart w 2) ^ 2) * goldenRatio_sq
  -- the squared distance is 4, or 0, or larger than 4
  have hc : ∀ v w, ((sqDist v w).1 = 4 ∧ (sqDist v w).2 = 0) ∨
      ((sqDist v w).1 = 0 ∧ (sqDist v w).2 = 0) ∨
      (4 ≤ (sqDist v w).1 ∧ 0 < (sqDist v w).2) := by decide +kernel
  have hiff : ∀ v w, dist (icosahedron v) (icosahedron w) = 2 ↔
      ((sqDist v w).1 = 4 ∧ (sqDist v w).2 = 0) := by
    intro v w
    refine ⟨fun h => ?_, fun h => ?_⟩
    · have e := hd v w
      rw [h] at e
      rcases hc v w with h1 | h1 | h1
      · exact h1
      · rw [h1.1, h1.2] at e
        norm_num at e
      · have h4 : (4 : ℝ) ≤ (sqDist v w).1 := by exact_mod_cast h1.1
        have h0 : (0 : ℝ) < (sqDist v w).2 := by exact_mod_cast h1.2
        linarith [mul_pos h0 goldenRatio_pos]
    · refine (sq_eq_sq₀ dist_nonneg (by norm_num)).1 ?_
      rw [hd, h.1, h.2]
      norm_num
  have hcard : ∀ v, (Finset.univ.filter fun w =>
      (sqDist v w).1 = 4 ∧ (sqDist v w).2 = 0).card = 5 := by decide +kernel
  have h5 : ∀ v, (Finset.univ.filter fun w =>
      dist (icosahedron v) (icosahedron w) = 2).card = 5 := fun v =>
    (congrArg Finset.card (Finset.ext fun w => by
      simp only [Finset.mem_filter, Finset.mem_univ, true_and, hiff])).trans (hcard v)
  exact ⟨h5, (shellDebye_neg_iff icosahedron 5 (by norm_num) (by ring) h5).2 le_rfl,
    debye_nonneg _ _ (by positivity)⟩

end

end DebyeCutoff
```

```lean
#print axioms DebyeCutoff.debye_nonneg
-- 'DebyeCutoff.debye_nonneg' depends on axioms: [propext, Classical.choice, Quot.sound]
#print axioms DebyeCutoff.shellDebye_neg_iff
-- 'DebyeCutoff.shellDebye_neg_iff' depends on axioms: [propext, Classical.choice, Quot.sound]
```
